# Conjugation by exp(T₁) keeps a Hamiltonian one- plus two-body

One way to evaluate \(e^{-T_1}He^{T_1}\) is to expand it in nested commutators and track the contractions. For singles on finitely many spin orbitals, a coupled-cluster code can put the amplitudes into the integrals.

Orbitals are indexed by `ι`; `c p` creates and `a p` annihilates. With arbitrary complex \(E,h,g\),
\[H(E,h,g)=E+\sum h_{pq}c_pa_q+\tfrac12\sum g_{pqrs}c_pc_qa_sa_r.\]
For electrons, \(E\) is a constant energy such as the nuclear repulsion, \(h_{pq}\) are the one-electron integrals and \(g_{pqrs}=\langle pq|rs\rangle\) the two-electron integrals, with \(p,r\) belonging to one electron and \(q,s\) to the other. The singles operator is \(T_1=\sum_{b\in\mathrm{virt}}\sum_{i\in\mathrm{occ}}t_{bi}c_ba_i\), where `occ` and `virt` are the sets of occupied and virtual orbitals. Matrices \(x,y\) define dressed modes \(\tilde c_p=\sum_r x_{rp}c_r\) and \(\tilde a_q=\sum_s y_{qs}a_s\).

In Lean 4 with Mathlib:

```lean
import Mathlib

open NormedSpace
open scoped Matrix

namespace T1TransformedHamiltonian

noncomputable section

variable {ι : Type*} [Fintype ι]

section Algebra

variable {A : Type*} [Ring A] [Algebra ℂ A]

/-- The one-body operator `∑ h_pq c_p a_q`. -/
def oneBody (c a : ι → A) (h : Matrix ι ι ℂ) : A :=
  ∑ p, ∑ q, h p q • (c p * a q)

/-- The two-body operator `∑ g_pqrs c_p c_q a_s a_r`. -/
def twoBody (c a : ι → A) (g : ι → ι → ι → ι → ℂ) : A :=
  ∑ p, ∑ q, ∑ r, ∑ s, g p q r s • (c p * c q * a s * a r)

/-- The Hamiltonian `E + ∑ h_pq c_p a_q + ½ ∑ g_pqrs c_p c_q a_s a_r`. -/
def hamiltonian (c a : ι → A) (E : ℂ) (h : Matrix ι ι ℂ) (g : ι → ι → ι → ι → ℂ) : A :=
  E • (1 : A) + oneBody c a h + (1 / 2 : ℂ) • twoBody c a g

/-- The dressed creation operator `∑_r x_rp c_r`. -/
def dressCre (x : Matrix ι ι ℂ) (c : ι → A) (p : ι) : A :=
  ∑ r, x r p • c r

/-- The dressed annihilation operator `∑_s y_qs a_s`. -/
def dressAnn (y : Matrix ι ι ℂ) (a : ι → A) (q : ι) : A :=
  ∑ s, y q s • a s

/-- Two-electron integrals with both creation indices transformed by `x` and both
annihilation indices transformed by `y`. -/
def transformTwo (x y : Matrix ι ι ℂ) (g : ι → ι → ι → ι → ℂ) (i j k l : ι) : ℂ :=
  ∑ p, ∑ q, ∑ r, ∑ s, x i p * x j q * g p q r s * y r k * y s l

/-- The singles cluster operator `T1 = ∑_{b ∈ virt, i ∈ occ} t_bi c_b a_i`. -/
def clusterT1 (c a : ι → A) (occ virt : Finset ι) (t : ι → ι → ℂ) : A :=
  ∑ b ∈ virt, ∑ i ∈ occ, t b i • (c b * a i)
```

**(a)** Expand a product of linear combinations:
\[\Big(\sum_i u_if_i\Big)\Big(\sum_j v_jg_j\Big)=\sum_{ij}u_iv_jf_ig_j.\]
Distribute and collect scalars.

```lean
/-- The product of two linear combinations of operators, expanded term by term. -/
theorem lincomb_mul_lincomb (u v : ι → ℂ) (f g : ι → A) :
    (∑ i, u i • f i) * (∑ j, v j • g j) = ∑ i, ∑ j, (u i * v j) • (f i * g j) := by
  rw [Finset.sum_mul_sum]
  refine Finset.sum_congr rfl fun i _ => Finset.sum_congr rfl fun j _ => ?_
  rw [smul_mul_assoc, mul_smul_comm, smul_smul]
```

**(b)** Move one-body dressing into the integrals:
\[\sum_{pq}h_{pq}\tilde c_p\tilde a_q=\sum_{rs}(xhy)_{rs}c_ra_s.\]
By (a), \(c_ra_s\) has coefficient \(\sum_{pq}x_{rp}h_{pq}y_{qs}\); `Finset.sum_comm` reorders the sums.

```lean
/-- A one-body operator in dressed modes is the one-body operator in the bare modes
with integrals `x h y`. -/
theorem oneBody_dress (c a : ι → A) (x y h : Matrix ι ι ℂ) :
    oneBody (dressCre x c) (dressAnn y a) h = oneBody c a (x * h * y) := by
  unfold oneBody dressCre dressAnn
  calc _ = ∑ p, ∑ q, ∑ r, ∑ s, (x r p * h p q * y q s) • (c r * a s) := by
        refine Finset.sum_congr rfl fun p _ => Finset.sum_congr rfl fun q _ => ?_
        rw [lincomb_mul_lincomb, Finset.smul_sum]
        refine Finset.sum_congr rfl fun r _ => ?_
        rw [Finset.smul_sum]
        refine Finset.sum_congr rfl fun s _ => ?_
        rw [smul_smul]
        congr 1
        ring
    _ = ∑ r, ∑ s, ∑ p, ∑ q, (x r p * h p q * y q s) • (c r * a s) := by
        have := Finset.sum_comm (s := Finset.univ) (t := Finset.univ)
          (f := fun u v : ι × ι => (x v.1 u.1 * h u.1 u.2 * y u.2 v.2) • (c v.1 * a v.2))
        simpa only [Fintype.sum_prod_type] using this
    _ = _ := by
        refine Finset.sum_congr rfl fun r _ => Finset.sum_congr rfl fun s _ => ?_
        rw [Finset.sum_comm]
        simp only [Matrix.mul_apply, Finset.sum_mul, Finset.sum_smul]
```

**(c)** Do the same for two bodies:
\[\sum g_{pqrs}\tilde c_p\tilde c_q\tilde a_s\tilde a_r=\sum g'_{ijkl}c_ic_ja_la_k,\]
\[g'_{ijkl}=\sum_{pqrs}x_{ip}x_{jq}g_{pqrs}y_{rk}y_{sl}.\]
Apply (a) to each pair and collect coefficients.

```lean
/-- A two-body operator in dressed modes is the two-body operator in the bare modes
with all four indices of the integrals transformed. -/
theorem twoBody_dress (c a : ι → A) (x y : Matrix ι ι ℂ) (g : ι → ι → ι → ι → ℂ) :
    twoBody (dressCre x c) (dressAnn y a) g = twoBody c a (transformTwo x y g) := by
  -- expand one string of four dressed operators
  have e : ∀ p q r s, dressCre x c p * dressCre x c q * dressAnn y a s * dressAnn y a r
      = ∑ i, ∑ j, ∑ k, ∑ l, (x i p * x j q * y r k * y s l) • (c i * c j * a l * a k) := by
    intro p q r s
    have h1 : dressCre x c p * dressCre x c q
        = ∑ i, ∑ j, (x i p * x j q) • (c i * c j) :=
      lincomb_mul_lincomb (fun i => x i p) (fun j => x j q) c c
    have h2 : dressAnn y a s * dressAnn y a r
        = ∑ k, ∑ l, (y s l * y r k) • (a l * a k) :=
      (lincomb_mul_lincomb (fun l => y s l) (fun k => y r k) a a).trans Finset.sum_comm
    rw [mul_assoc (dressCre x c p * dressCre x c q), h1, h2, Finset.sum_mul]
    refine Finset.sum_congr rfl fun i _ => ?_
    rw [Finset.sum_mul]
    refine Finset.sum_congr rfl fun j _ => ?_
    rw [Finset.mul_sum]
    refine Finset.sum_congr rfl fun k _ => ?_
    rw [Finset.mul_sum]
    refine Finset.sum_congr rfl fun l _ => ?_
    rw [smul_mul_assoc, mul_smul_comm, smul_smul, ← mul_assoc (c i * c j)]
    congr 1
    ring
  unfold twoBody transformTwo
  calc _ = ∑ p, ∑ q, ∑ r, ∑ s, ∑ i, ∑ j, ∑ k, ∑ l,
        (x i p * x j q * g p q r s * y r k * y s l) • (c i * c j * a l * a k) := by
        refine Finset.sum_congr rfl fun p _ => Finset.sum_congr rfl fun q _ =>
          Finset.sum_congr rfl fun r _ => Finset.sum_congr rfl fun s _ => ?_
        rw [e]
        simp only [Finset.smul_sum, smul_smul]
        refine Finset.sum_congr rfl fun i _ => Finset.sum_congr rfl fun j _ =>
          Finset.sum_congr rfl fun k _ => Finset.sum_congr rfl fun l _ => ?_
        congr 1
        ring
    _ = ∑ i, ∑ j, ∑ k, ∑ l, ∑ p, ∑ q, ∑ r, ∑ s,
        (x i p * x j q * g p q r s * y r k * y s l) • (c i * c j * a l * a k) := by
        -- exchange the two blocks of four summations
        have := Finset.sum_comm (s := Finset.univ) (t := Finset.univ)
          (f := fun u v : ι × ι × ι × ι =>
            (x v.1 u.1 * x v.2.1 u.2.1 * g u.1 u.2.1 u.2.2.1 u.2.2.2 * y u.2.2.1 v.2.2.1
              * y u.2.2.2 v.2.2.2) • (c v.1 * c v.2.1 * a v.2.2.2 * a v.2.2.1))
        simpa only [Fintype.sum_prod_type] using this
    _ = _ := by simp only [Finset.sum_smul]
```

`IsCAR` assumes \(\{a_p,c_q\}=\delta_{pq}\) and \(\{c_p,c_q\}=\{a_p,a_q\}=0\), the fermionic exchange rules; adjointness is not required. `ampMatrix` extends the amplitudes by zero to a matrix \(t\).

```lean
variable [DecidableEq ι]

/-- The canonical anticommutation relations for creation operators `c` and
annihilation operators `a`. -/
structure IsCAR (c a : ι → A) : Prop where
  ac : ∀ p q, a p * c q + c q * a p = if p = q then 1 else 0
  cc : ∀ p q, c p * c q + c q * c p = 0
  aa : ∀ p q, a p * a q + a q * a p = 0

/-- The amplitude matrix over all orbitals: `t_bi` in the virtual-occupied block,
zero elsewhere. -/
def ampMatrix (occ virt : Finset ι) (t : ι → ι → ℂ) : Matrix ι ι ℂ :=
  Matrix.of fun p q => if p ∈ virt ∧ q ∈ occ then t p q else 0
```

**(d)** For any \(T=\sum t_{rs}c_ra_s\), show
\[[c_p,T]=-\sum_r t_{rp}c_r,\qquad [a_p,T]=\sum_s t_{ps}a_s.\]
Sum these (`key`):
\[[c_p,c_ra_s]=\{c_p,c_r\}a_s-c_r\{a_s,c_p\}=-\delta_{sp}c_r,\]
\[[a_p,c_ra_s]=\{a_p,c_r\}a_s-c_r\{a_p,a_s\}=\delta_{pr}a_s.\]

```lean
/-- Under the anticommutation relations, for any one-body operator `T` with matrix `t`: `[c_p, T] =
-∑_r t_rp c_r` and `[a_p, T] = ∑_s t_ps a_s`. -/
theorem oneBody_commutators {c a : ι → A} (hcar : IsCAR c a) (t : Matrix ι ι ℂ) (p : ι) :
    c p * oneBody c a t - oneBody c a t * c p = ∑ r, (-t r p) • c r ∧
    a p * oneBody c a t - oneBody c a t * a p = ∑ s, t p s • a s := by
  constructor
  · have key : ∀ r s, c p * (c r * a s) - c r * a s * c p = if s = p then -c r else 0 := by
      intro r s
      have e : c p * (c r * a s) - c r * a s * c p
          = (c p * c r + c r * c p) * a s - c r * (a s * c p + c p * a s) := by
        noncomm_ring
      rw [e, hcar.cc p r, hcar.ac s p]
      split_ifs <;> simp
    have e : c p * oneBody c a t - oneBody c a t * c p
        = ∑ r, ∑ s, if s = p then (-t r s) • c r else 0 := by
      unfold oneBody
      rw [Finset.mul_sum, Finset.sum_mul, ← Finset.sum_sub_distrib]
      refine Finset.sum_congr rfl fun r _ => ?_
      rw [Finset.mul_sum, Finset.sum_mul, ← Finset.sum_sub_distrib]
      refine Finset.sum_congr rfl fun s _ => ?_
      rw [mul_smul_comm, smul_mul_assoc, ← smul_sub, key]
      split_ifs <;> simp
    rw [e]
    simp
  · have key : ∀ r s, a p * (c r * a s) - c r * a s * a p = if p = r then a s else 0 := by
      intro r s
      have e : a p * (c r * a s) - c r * a s * a p
          = (a p * c r + c r * a p) * a s - c r * (a p * a s + a s * a p) := by
        noncomm_ring
      rw [e, hcar.aa p s, hcar.ac p r]
      split_ifs <;> simp
    have e : a p * oneBody c a t - oneBody c a t * a p
        = ∑ r, ∑ s, if p = r then t r s • a s else 0 := by
      unfold oneBody
      rw [Finset.mul_sum, Finset.sum_mul, ← Finset.sum_sub_distrib]
      refine Finset.sum_congr rfl fun r _ => ?_
      rw [Finset.mul_sum, Finset.sum_mul, ← Finset.sum_sub_distrib]
      refine Finset.sum_congr rfl fun s _ => ?_
      rw [mul_smul_comm, smul_mul_assoc, ← smul_sub, key]
      split_ifs <;> simp
    rw [e, Finset.sum_comm]
    simp
```

**(e)** Show that \(T_1\) has matrix \(t\), and that for disjoint `occ` and `virt`
\[t^2=0.\]
A nonzero \(t_{pr}t_{rq}\) needs \(r\) both occupied and virtual.

```lean
/-- `T1` is the one-body operator of the amplitude matrix, and this matrix squares to
zero when the occupied and virtual sets are disjoint. -/
theorem clusterT1_eq_oneBody (c a : ι → A) (occ virt : Finset ι) (t : ι → ι → ℂ) :
    clusterT1 c a occ virt t = oneBody c a (ampMatrix occ virt t) ∧
    (Disjoint occ virt → ampMatrix occ virt t * ampMatrix occ virt t = 0) := by
  constructor
  · unfold clusterT1 oneBody
    symm
    calc _ = ∑ p, if p ∈ virt then ∑ i ∈ occ, t p i • (c p * a i) else 0 := by
          refine Finset.sum_congr rfl fun p _ => ?_
          by_cases hp : p ∈ virt <;> simp [ampMatrix, hp, ite_smul, Finset.sum_ite_mem]
      _ = _ := by simp [Finset.sum_ite_mem]
  · intro hd
    ext p q
    simp only [Matrix.mul_apply, Matrix.zero_apply]
    refine Finset.sum_eq_zero fun r _ => ?_
    -- the inner index would have to be occupied and virtual at once
    by_cases hr : r ∈ occ
    · have hv : r ∉ virt := Finset.disjoint_left.mp hd hr
      simp [ampMatrix, hv]
    · simp [ampMatrix, hr]

end Algebra
```

**(f)** In a complex Banach algebra, differentiate \(F_X(s)=e^{-sT}Xe^{sT}\):
\[F_X'(s)=e^{-sT}[X,T]e^{sT}.\]
The product rule puts \(-TX+XT\) between the exponentials.

```lean
section Banach

variable {A : Type*} [NormedRing A] [NormedAlgebra ℂ A] [CompleteSpace A]

/-- The derivative of `exp(-sT) X exp(sT)` in `s` is `exp(-sT) [X, T] exp(sT)`. -/
theorem conj_flow_deriv (T X : A) (s : ℂ) :
    HasDerivAt (fun u : ℂ => exp (u • (-T)) * X * exp (u • T))
      (exp (s • (-T)) * (X * T - T * X) * exp (s • T)) s := by
  have h1 : HasDerivAt (fun u : ℂ => exp (u • (-T))) (exp (s • (-T)) * (-T)) s :=
    hasDerivAt_exp_smul_const (-T) s
  have h2 : HasDerivAt (fun u : ℂ => exp (u • T)) (T * exp (s • T)) s :=
    hasDerivAt_exp_smul_const' T s
  have h3 := (h1.mul_const X).fun_mul h2
  refine h3.congr_deriv ?_
  noncomm_ring
```

**(g)** If \([X,T]=0\), show
\[F_X(s)=X.\]
By (f) the derivative vanishes, and \(F_X(0)=X\).

```lean
/-- An operator commuting with `T` is unchanged by conjugation with `exp(sT)`. -/
theorem conj_of_commute (T X : A) (h : X * T = T * X) (s : ℂ) :
    exp (s • (-T)) * X * exp (s • T) = X := by
  have hd : ∀ v : ℂ, HasDerivAt (fun u : ℂ => exp (u • (-T)) * X * exp (u • T)) 0 v :=
    fun v => (conj_flow_deriv T X v).congr_deriv (by rw [h]; simp)
  have hdiff : Differentiable ℂ (fun u : ℂ => exp (u • (-T)) * X * exp (u • T)) :=
    fun v => (hd v).differentiableAt
  have := is_const_of_deriv_eq_zero hdiff (fun v => (hd v).deriv) s 0
  simpa using this
```

**(h)** If \(Y=[X,T]\) commutes with \(T\), show
\[e^{-T}Xe^T=X+Y.\]
By (f) and (g), \(F_X'=Y\), so \(F_X(s)-sY\) is constant; compare \(s=0,1\).

```lean
/-- If `Y = [X, T]` commutes with `T`, then `exp(-T) X exp(T) = X + Y`. -/
theorem conj_first_order (T X Y : A) (h1 : X * T - T * X = Y) (h2 : Y * T = T * Y) :
    exp (-T) * X * exp T = X + Y := by
  -- the flow minus `s Y` is constant
  have hd : ∀ v : ℂ,
      HasDerivAt (fun u : ℂ => exp (u • (-T)) * X * exp (u • T) - u • Y) 0 v :=
    fun v => ((conj_flow_deriv T X v).fun_sub ((hasDerivAt_id' v).smul_const Y)).congr_deriv
      (by rw [h1, conj_of_commute T Y h2 v]; simp)
  have hdiff : Differentiable ℂ (fun u : ℂ => exp (u • (-T)) * X * exp (u • T) - u • Y) :=
    fun v => (hd v).differentiableAt
  have := is_const_of_deriv_eq_zero hdiff (fun v => (hd v).deriv) 1 0
  simp only [one_smul, zero_smul, NormedSpace.exp_zero, one_mul, mul_one, sub_zero] at this
  exact sub_eq_iff_eq_add.mp this
```

**(i)** For \(t^2=0\), transform the modes:
\[e^{-T}c_pe^T=\sum_r(1-t)_{rp}c_r,\]
\[e^{-T}a_pe^T=\sum_s(1+t)_{ps}a_s.\]
By (d), the double commutators have coefficients \((t^2)_{up}\) and \((t^2)_{pu}\), hence vanish. Apply (h).

```lean
variable [DecidableEq ι]

/-- Under the anticommutation relations, for a one-body generator whose matrix obeys `t² = 0`,
conjugation dresses the creation operators with `1 - t` and the annihilation operators with `1 + t`.
-/
theorem conj_modes {c a : ι → A} (hcar : IsCAR c a) {t : Matrix ι ι ℂ} (ht : t * t = 0)
    (p : ι) :
    exp (-oneBody c a t) * c p * exp (oneBody c a t) = dressCre (1 - t) c p ∧
    exp (-oneBody c a t) * a p * exp (oneBody c a t) = dressAnn (1 + t) a p := by
  constructor
  · -- the double commutator is given by `t²`
    have hY : (∑ r, (-t r p) • c r) * oneBody c a t
        = oneBody c a t * ∑ r, (-t r p) • c r := by
      rw [← sub_eq_zero, Finset.sum_mul, Finset.mul_sum, ← Finset.sum_sub_distrib]
      calc _ = ∑ r, ∑ u, (t u r * t r p) • c u := by
            refine Finset.sum_congr rfl fun r _ => ?_
            rw [smul_mul_assoc, mul_smul_comm, ← smul_sub, (oneBody_commutators hcar t r).1,
              Finset.smul_sum]
            refine Finset.sum_congr rfl fun u _ => ?_
            rw [smul_smul]
            congr 1
            ring
        _ = ∑ u, (t * t) u p • c u := by
            rw [Finset.sum_comm]
            simp only [Matrix.mul_apply, Finset.sum_smul]
        _ = 0 := by simp [ht]
    rw [conj_first_order _ _ _ (oneBody_commutators hcar t p).1 hY, sub_eq_add_neg]
    simp [dressCre, Matrix.add_apply, Matrix.neg_apply, Matrix.one_apply, add_smul, ite_smul,
      Finset.sum_add_distrib]
  · have hY : (∑ s, t p s • a s) * oneBody c a t = oneBody c a t * ∑ s, t p s • a s := by
      rw [← sub_eq_zero, Finset.sum_mul, Finset.mul_sum, ← Finset.sum_sub_distrib]
      calc _ = ∑ s, ∑ u, (t p s * t s u) • a u := by
            refine Finset.sum_congr rfl fun s _ => ?_
            rw [smul_mul_assoc, mul_smul_comm, ← smul_sub, (oneBody_commutators hcar t s).2,
              Finset.smul_sum]
            refine Finset.sum_congr rfl fun u _ => ?_
            rw [smul_smul]
        _ = ∑ u, (t * t) p u • a u := by
            rw [Finset.sum_comm]
            simp only [Matrix.mul_apply, Finset.sum_smul]
        _ = 0 := by simp [ht]
    rw [conj_first_order _ _ _ (oneBody_commutators hcar t p).2 hY]
    simp [dressAnn, Matrix.add_apply, Matrix.one_apply, add_smul, ite_smul,
      Finset.sum_add_distrib]
```

**(j)** Transform the Hamiltonian, with \(x=1-t\), \(y=1+t\) in \(g'\):
\[e^{-T}H(E,h,g)e^T=H(E,xhy,g').\]
Insert \(e^Te^{-T}=1\) between factors (`m`), then use (i), (b) and (c).

```lean
/-- Under the anticommutation relations, for a one-body generator `T` with `t² = 0`, `exp(-T) H
exp(T)` is the one- plus two-body Hamiltonian with the same constant and with integrals transformed
by `1 - t` and `1 + t`. -/
theorem conj_hamiltonian {c a : ι → A} (hcar : IsCAR c a) {t : Matrix ι ι ℂ}
    (ht : t * t = 0) (E : ℂ) (h : Matrix ι ι ℂ) (g : ι → ι → ι → ι → ℂ) :
    exp (-oneBody c a t) * hamiltonian c a E h g * exp (oneBody c a t)
      = hamiltonian c a E ((1 - t) * h * (1 + t)) (transformTwo (1 - t) (1 + t) g) := by
  have hc := fun p => (conj_modes hcar ht p).1
  have ha := fun p => (conj_modes hcar ht p).2
  have hUV : exp (-oneBody c a t) * exp (oneBody c a t) = 1 := by
    simpa only [one_smul, mul_one] using conj_of_commute (oneBody c a t) 1 (by simp) 1
  have hVU : exp (oneBody c a t) * exp (-oneBody c a t) = 1 := by
    simpa only [one_smul, mul_one, neg_neg] using
      conj_of_commute (-oneBody c a t) 1 (by simp) 1
  generalize exp (-oneBody c a t) = U at hc ha hUV hVU ⊢
  generalize exp (oneBody c a t) = V at hc ha hUV hVU ⊢
  -- conjugation respects products
  have m : ∀ X Y : A, U * (X * Y) * V = U * X * V * (U * Y * V) := by
    intro X Y
    have e : U * X * V * (U * Y * V) = U * X * (V * U) * Y * V := by
      simp only [mul_assoc]
    rw [e, hVU]
    simp only [mul_one, mul_assoc]
  have h1 : U * oneBody c a h * V
      = oneBody (dressCre (1 - t) c) (dressAnn (1 + t) a) h := by
    unfold oneBody
    simp only [Finset.mul_sum, Finset.sum_mul, mul_smul_comm, smul_mul_assoc, m, hc, ha]
  have h2 : U * twoBody c a g * V
      = twoBody (dressCre (1 - t) c) (dressAnn (1 + t) a) g := by
    unfold twoBody
    simp only [Finset.mul_sum, Finset.sum_mul, mul_smul_comm, smul_mul_assoc, m, hc, ha]
  -- move the dressing from the operators to the integrals
  rw [oneBody_dress] at h1
  rw [twoBody_dress] at h2
  unfold hamiltonian
  rw [← h1, ← h2]
  simp only [mul_add, add_mul, mul_smul_comm, smul_mul_assoc, mul_one, hUV]

end Banach
```

**(k)** Specialise to finite CAR matrices and disjoint `occ`, `virt`:
\[e^{-T_1}H(E,h,g)e^{T_1}=H(E,xhy,g').\]
Combine (e) and (j); the operator norm induced by the sup norm makes the matrices a Banach algebra.

```lean
/-- For CAR matrices and disjoint occupied and virtual sets, `exp(-T1) H exp(T1)` is the one-
plus two-body Hamiltonian with the same constant and with integrals transformed by `1 - t` on
creation indices and `1 + t` on annihilation indices, `t` being the amplitude matrix. -/
theorem T1_transformed_hamiltonian [DecidableEq ι] {n : Type*} [Fintype n] [DecidableEq n]
    {c a : ι → Matrix n n ℂ} (hcar : IsCAR c a) {occ virt : Finset ι}
    (hd : Disjoint occ virt) (t : ι → ι → ℂ) (E : ℂ) (h : Matrix ι ι ℂ)
    (g : ι → ι → ι → ι → ℂ) :
    exp (-clusterT1 c a occ virt t) * hamiltonian c a E h g * exp (clusterT1 c a occ virt t)
      = hamiltonian c a E ((1 - ampMatrix occ virt t) * h * (1 + ampMatrix occ virt t))
          (transformTwo (1 - ampMatrix occ virt t) (1 + ampMatrix occ virt t) g) := by
  have ht := (clusterT1_eq_oneBody c a occ virt t).2 hd
  rw [(clusterT1_eq_oneBody c a occ virt t).1]
  open scoped Matrix.Norms.Operator in
    exact conj_hamiltonian (A := Matrix n n ℂ) hcar ht E h g
```

**(l)** For two Jordan–Wigner modes, 0 occupied, 1 virtual, unit amplitude, check the CAR, \(c_p=a_p^\dagger\), and
\[T_1=c_1a_0\ne0.\]
Multiply the matrices; entry \((1,2)\), counted from zero, is 1.

```lean
/-- Jordan-Wigner annihilation matrices for two modes. -/
def jwAnn : Fin 2 → Matrix (Fin 4) (Fin 4) ℂ :=
  ![!![0, 0, 1, 0; 0, 0, 0, 1; 0, 0, 0, 0; 0, 0, 0, 0],
    !![0, 1, 0, 0; 0, 0, 0, 0; 0, 0, 0, -1; 0, 0, 0, 0]]

/-- Jordan-Wigner creation matrices for two modes. -/
def jwCre : Fin 2 → Matrix (Fin 4) (Fin 4) ℂ :=
  ![!![0, 0, 0, 0; 0, 0, 0, 0; 1, 0, 0, 0; 0, 1, 0, 0],
    !![0, 0, 0, 0; 1, 0, 0, 0; 0, 0, 0, 0; 0, 0, -1, 0]]

set_option maxHeartbeats 400000 in
/-- The two-mode Jordan-Wigner matrices obey the anticommutation relations with `c_p` the
adjoint of `a_p`; with mode 0 occupied, mode 1 virtual and unit amplitude, `T1` is nonzero. -/
theorem jordanWigner_witness :
    IsCAR jwCre jwAnn ∧ (∀ p, jwCre p = (jwAnn p)ᴴ) ∧
    Disjoint ({0} : Finset (Fin 2)) {1} ∧
    clusterT1 jwCre jwAnn {0} {1} (fun _ _ => 1) ≠ 0 := by
  have hc : ∀ p, jwCre p = (jwAnn p)ᴴ := by
    intro p
    fin_cases p <;> ext i j <;> fin_cases i <;> fin_cases j <;>
      simp [jwCre, jwAnn, Matrix.conjTranspose_apply]
  have haa : ∀ p q, jwAnn p * jwAnn q + jwAnn q * jwAnn p = 0 := by
    intro p q
    fin_cases p <;> fin_cases q <;> ext i j <;> fin_cases i <;> fin_cases j <;>
      simp [jwAnn]
  refine ⟨⟨?_, ?_, haa⟩, hc, by simp, ?_⟩
  · intro p q
    fin_cases p <;> fin_cases q <;> ext i j <;> fin_cases i <;> fin_cases j <;>
      simp [jwCre, jwAnn]
  · -- the adjoint of the relation between annihilators
    intro p q
    rw [hc p, hc q, ← Matrix.conjTranspose_mul, ← Matrix.conjTranspose_mul,
      ← Matrix.conjTranspose_add, haa q p, Matrix.conjTranspose_zero]
  · intro h
    have := congrFun (congrFun h 1) 2
    simp [clusterT1, jwCre, jwAnn, Matrix.mul_apply, Fin.sum_univ_four] at this

end

end T1TransformedHamiltonian
```
```lean
#print axioms T1TransformedHamiltonian.T1_transformed_hamiltonian
-- 'T1TransformedHamiltonian.T1_transformed_hamiltonian' depends on axioms: [propext, Classical.choice, Quot.sound]
```
